# The Legendre functions $Q_0$ and $Q_1$, and why a bounded solution for $l=0$ is constant

For one particle in a central potential, with zero angular momentum about the $z$ axis, the polar part of the Schrödinger equation becomes, in the variable $x=\cos\theta$ with $\theta$ the polar angle, the Legendre equation
$$(1-x^2)\,y''-2x\,y'+l(l+1)\,y=0,\qquad -1<x<1 .$$
The equation is of second order, and the Legendre polynomial $P_l$ is not its only solution. For $l=0$ it also admits a function that depends on $\theta$ and diverges on the axis. If nothing removed that solution, the angular factor of an s orbital would not have to be isotropic. In the problems below the second solutions for $l=0$ and $l=1$ are checked, and for $l=0$ boundedness is shown to leave only multiples of $P_0=1$.

## Definitions

```lean
import Mathlib

open Set Filter Topology

namespace LegendreSecondKind

noncomputable section
```

`SolvesLegendre l y` says that there are functions `y'` and `y''` such that, at every $x$ in the open interval `Ioo (-1 : ℝ) 1`, `y' x` is the derivative of $y$, `y'' x` is the derivative of `y'`, and the equation holds. The solution is real-valued and classical (twice differentiable at each point). The poles $x=\pm1$ are excluded and nothing is required there. The degree `l` is a natural number by its type, so the restriction of $l$ to integers is put in and not derived.

```lean
/-- `y` solves the Legendre equation `(1 - x²) y'' - 2 x y' + l (l + 1) y = 0` of degree `l`
on the open interval `(-1, 1)`, being twice differentiable there. -/
def SolvesLegendre (l : ℕ) (y : ℝ → ℝ) : Prop :=
  ∃ y' y'' : ℝ → ℝ, ∀ x ∈ Ioo (-1 : ℝ) 1,
    HasDerivAt y (y' x) x ∧ HasDerivAt y' (y'' x) x ∧
      (1 - x ^ 2) * y'' x - 2 * x * y' x + (l : ℝ) * ((l : ℝ) + 1) * y x = 0
```

The Legendre functions of the second kind are
$$Q_0(x)=\tfrac12\log\frac{1+x}{1-x},\qquad Q_1(x)=x\,Q_0(x)-1 .$$
Lean assigns `Q0` a conventional value at $x=1$, where the denominator vanishes, but every statement below concerns points inside the interval or a limit from below, so that value never enters.

```lean
/-- The Legendre function of the second kind `Q₀(x) = (1/2) log((1 + x)/(1 - x))`. -/
def Q0 (x : ℝ) : ℝ := (1 / 2) * Real.log ((1 + x) / (1 - x))

/-- The Legendre function of the second kind `Q₁(x) = x Q₀(x) - 1`. -/
def Q1 (x : ℝ) : ℝ := x * Q0 x - 1
```

## (a) The derivative of $Q_0$

**Task.** Show that $Q_0'(x)=1/(1-x^2)$ for $-1<x<1$.

**Solution.** Put $u=(1+x)/(1-x)$, which is positive on the interval. The quotient rule gives
$$u'=\frac{(1-x)+(1+x)}{(1-x)^2}=\frac{2}{(1-x)^2},$$
and the chain rule gives
$$Q_0'=\frac{u'}{2u}=\frac{1}{(1-x)^2}\cdot\frac{1-x}{1+x}=\frac{1}{(1+x)(1-x)} .$$
In the code, `h3` chains the quotient rule `fun_div`, the rule `log` (which needs $u\neq0$) and the factor $\tfrac12$. After $1-x^2$ is factorised, `field_simp` and `ring` do the last simplification.

```lean
/-- On `(-1, 1)` the derivative of `Q₀` is `1/(1 - x²)`. -/
theorem hasDerivAt_Q0 {x : ℝ} (hx : x ∈ Ioo (-1 : ℝ) 1) :
    HasDerivAt Q0 (1 / (1 - x ^ 2)) x := by
  have ha : 0 < 1 + x := by linarith [hx.1]
  have hb : 0 < 1 - x := by linarith [hx.2]
  have ha' := ha.ne'
  have hb' := hb.ne'
  have h1 : HasDerivAt (fun x : ℝ => 1 + x) 1 x := (hasDerivAt_id' x).const_add 1
  have h2 : HasDerivAt (fun x : ℝ => 1 - x) (-1) x := (hasDerivAt_id' x).const_sub 1
  -- quotient rule, then chain rule for the logarithm
  have h3 := ((h1.fun_div h2 hb').log (div_pos ha hb).ne').const_mul (1 / 2 : ℝ)
  refine HasDerivAt.congr_deriv h3 ?_
  rw [show (1 - x ^ 2) = (1 + x) * (1 - x) by ring]
  field_simp
  ring
```

## (b) The derivative of $1/(1-x^2)$

**Task.** With $w(x)=1/(1-x^2)$, show that $w'(x)=2x/(1-x^2)^2$ on the interval.

**Solution.** There $1-x^2>0$, and the quotient rule gives
$$w'=\frac{0\cdot(1-x^2)-1\cdot(-2x)}{(1-x^2)^2}=\frac{2x}{(1-x^2)^2}.$$
The step `hne` deduces $1-x^2\neq0$ from this positivity, and `h` is the quotient rule with the constant numerator $1$.

```lean
/-- On `(-1, 1)` the derivative of `1/(1 - x²)` is `2x/(1 - x²)²`. -/
theorem hasDerivAt_inv_weight {x : ℝ} (hx : x ∈ Ioo (-1 : ℝ) 1) :
    HasDerivAt (fun x : ℝ => 1 / (1 - x ^ 2)) (2 * x / (1 - x ^ 2) ^ 2) x := by
  have hne : 1 - x ^ 2 ≠ 0 := by
    have : 0 < 1 - x ^ 2 := by nlinarith [hx.1, hx.2]
    exact this.ne'
  have hp : HasDerivAt (fun x : ℝ => x ^ 2) (2 * x) x := by
    simpa using hasDerivAt_pow 2 x
  have h := (hasDerivAt_const x (1 : ℝ)).fun_div (hp.const_sub 1) hne
  exact h.congr_deriv (by ring)
```

## (c) $Q_0$ solves the equation for $l=0$

**Task.** Show that $(1-x^2)Q_0''-2xQ_0'=0$ on the interval.

**Solution.** By (a) and (b), $Q_0'=w$ and $Q_0''=w'$, so
$$(1-x^2)\frac{2x}{(1-x^2)^2}-\frac{2x}{1-x^2}=0 .$$
The `refine` supplies $w$ and $w'$ as the functions `y'` and `y''` and cites (a) and (b) for the two derivatives, which leaves this identity.

```lean
/-- `Q₀` solves the Legendre equation with `l = 0` on `(-1, 1)`. -/
theorem Q0_solves : SolvesLegendre 0 Q0 := by
  refine ⟨fun x => 1 / (1 - x ^ 2), fun x => 2 * x / (1 - x ^ 2) ^ 2, fun x hx =>
    ⟨hasDerivAt_Q0 hx, hasDerivAt_inv_weight hx, ?_⟩⟩
  have hne : 1 - x ^ 2 ≠ 0 := by
    have : 0 < 1 - x ^ 2 := by nlinarith [hx.1, hx.2]
    exact this.ne'
  push_cast
  field_simp
  ring
```

## (d) $Q_1$ solves the equation for $l=1$

**Task.** Show that $(1-x^2)Q_1''-2xQ_1'+2Q_1=0$ on the interval.

**Solution.** The product rule gives $Q_1'=Q_0+xw$, and then $Q_1''=w+(w+xw')=2w+xw'$. The three terms of the equation are
$$(1-x^2)Q_1''=2+\frac{2x^2}{1-x^2},\qquad -2xQ_1'=-2xQ_0-\frac{2x^2}{1-x^2},\qquad 2Q_1=2xQ_0-2,$$
and they add up to zero. The three bullets of the proof treat $Q_1'$, $Q_1''$ and the sum. In the last one, `generalize Q0 x = q` replaces the value $Q_0(x)$ by an arbitrary number, which suffices because the terms $\mp2xQ_0$ cancel whatever that value is.

```lean
/-- `Q₁` solves the Legendre equation with `l = 1` on `(-1, 1)`. -/
theorem Q1_solves : SolvesLegendre 1 Q1 := by
  refine ⟨fun x => Q0 x + x * (1 / (1 - x ^ 2)),
    fun x => 2 * (1 / (1 - x ^ 2)) + x * (2 * x / (1 - x ^ 2) ^ 2), fun x hx => ⟨?_, ?_, ?_⟩⟩
  · -- product rule for x Q₀
    have h := ((hasDerivAt_id' x).fun_mul (hasDerivAt_Q0 hx)).sub_const 1
    exact HasDerivAt.congr_deriv h (by ring)
  · have h := (hasDerivAt_Q0 hx).fun_add
      ((hasDerivAt_id' x).fun_mul (hasDerivAt_inv_weight hx))
    exact HasDerivAt.congr_deriv h (by ring)
  · have hne : 1 - x ^ 2 ≠ 0 := by
      have : 0 < 1 - x ^ 2 := by nlinarith [hx.1, hx.2]
      exact this.ne'
    simp only [Q1]
    generalize Q0 x = q
    push_cast
    field_simp
    ring
```

## (e) $Q_0$ diverges at the north pole

**Task.** Show that $Q_0(x)\to+\infty$ as $x\to1$ from below, which is $\theta\to0$.

**Solution.** As $x\to1^-$, the difference $1-x$ tends to $0$ through positive values, so $(1-x)^{-1}\to+\infty$. Also $1+x\to2>0$, so the product $u=(1+x)(1-x)^{-1}$ tends to $+\infty$. Then $\log u\to+\infty$, and the factor $\tfrac12$ is positive.

In the statement, `𝓝[<] 1` stands for the approach to $1$ from below and `atTop` for $+\infty$: given any number $K$, one has $Q_0(x)\ge K$ for all $x<1$ close enough to $1$. The steps `hsub`, `hinv`, `hadd` and `hq` are, in order, the limits of $1-x$, $(1-x)^{-1}$, $1+x$ and $u$.

```lean
/-- `Q₀(x)` tends to `+∞` as `x` tends to `1` from below. -/
theorem Q0_tendsto_atTop : Tendsto Q0 (𝓝[<] 1) atTop := by
  have hc : Tendsto (fun x : ℝ => 1 - x) (𝓝 1) (𝓝 0) :=
    (by fun_prop : Continuous fun x : ℝ => 1 - x).tendsto' 1 0 (by norm_num)
  have hsub : Tendsto (fun x : ℝ => 1 - x) (𝓝[<] 1) (𝓝[>] 0) :=
    tendsto_nhdsWithin_iff.2 ⟨hc.mono_left nhdsWithin_le_nhds, by
      filter_upwards [self_mem_nhdsWithin] with x hx
      have hx' : x < 1 := hx
      show (0 : ℝ) < 1 - x
      linarith⟩
  -- the denominator vanishes from above while the numerator tends to 2
  have hinv : Tendsto (fun x : ℝ => (1 - x)⁻¹) (𝓝[<] 1) atTop :=
    tendsto_inv_nhdsGT_zero.comp hsub
  have hadd : Tendsto (fun x : ℝ => 1 + x) (𝓝[<] 1) (𝓝 2) :=
    ((by fun_prop : Continuous fun x : ℝ => 1 + x).tendsto' 1 2 (by norm_num)).mono_left
      nhdsWithin_le_nhds
  have hq : Tendsto (fun x : ℝ => (1 + x) / (1 - x)) (𝓝[<] 1) atTop :=
    (hadd.pos_mul_atTop (by norm_num) hinv).congr (fun x => (div_eq_mul_inv _ _).symm)
  have h := (Real.tendsto_log_atTop.comp hq).const_mul_atTop (by norm_num : (0 : ℝ) < 1 / 2)
  exact h
```

## (f) $Q_1$ diverges at the north pole

**Task.** Show that $Q_1(x)\to+\infty$ as $x\to1^-$.

**Solution.** The factor $x$ tends to $1>0$ and $Q_0\to+\infty$ by (e), so $xQ_0\to+\infty$; subtracting $1$ leaves the limit unchanged. The lemma `pos_mul_atTop` handles the product and `tendsto_atTop_add_const_right` the shift.

```lean
/-- `Q₁(x)` tends to `+∞` as `x` tends to `1` from below. -/
theorem Q1_tendsto_atTop : Tendsto Q1 (𝓝[<] 1) atTop := by
  have hid : Tendsto (fun x : ℝ => x) (𝓝[<] 1) (𝓝 1) :=
    tendsto_id.mono_left nhdsWithin_le_nhds
  have h := tendsto_atTop_add_const_right _ (-1 : ℝ)
    (hid.pos_mul_atTop one_pos Q0_tendsto_atTop)
  exact h.congr (fun x => by simp only [Q1]; ring)
```

## (g) Zero derivative means constant

**Task.** Let $f$ be a real function with $f'(x)=0$ at every point of $(-1,1)$. Show that $f(x)=f(0)$ there.

**Solution.** The segment between $0$ and $x$ lies inside the interval. If $|f'|\le C$ on the interval for a constant $C$, the mean value theorem gives $|f(x)-f(0)|\le C\,|x|$. Here $C=0$ is allowed, so $f(x)=f(0)$. The code takes this inequality from Mathlib as `hb`, with `convex_Ioo` for the statement about the segment and `(C := 0)`.

```lean
/-- A function with vanishing derivative on `(-1, 1)` equals its value at `0` there. -/
theorem const_of_hasDerivAt_zero {f : ℝ → ℝ}
    (h : ∀ x ∈ Ioo (-1 : ℝ) 1, HasDerivAt f 0 x) :
    ∀ x ∈ Ioo (-1 : ℝ) 1, f x = f 0 := by
  intro x hx
  have h0 : (0 : ℝ) ∈ Ioo (-1 : ℝ) 1 := by constructor <;> norm_num
  have hb := (convex_Ioo (-1 : ℝ) 1).norm_image_sub_le_of_norm_hasDerivWithin_le
    (f := f) (f' := fun _ => 0) (C := 0)
    (fun z hz => (h z hz).hasDerivWithinAt) (fun z _ => by simp) h0 hx
  rw [zero_mul, norm_le_zero_iff, sub_eq_zero] at hb
  exact hb
```

## (h) The general solution for $l=0$

**Task.** Show that for every solution $y$ with $l=0$ there are real constants $a$ and $b$ with $y=a+b\,Q_0$ on $(-1,1)$.

**Solution.** The equation is a total derivative:
$$\big[(1-x^2)\,y'\big]'=-2x\,y'+(1-x^2)\,y''=0 .$$
By (g), $(1-x^2)\,y'(x)$ equals its value at $0$, which is $y'(0)$. Put $b=y'(0)$. Then $y'=b/(1-x^2)=b\,Q_0'$ by (a), so $(y-bQ_0)'=0$. By (g) again, $y(x)-bQ_0(x)=y(0)-bQ_0(0)$, and this constant is $a$.

In the code, `hflux` is the total derivative, with `linear_combination h3` inserting the differential equation. `hconst` is the first use of (g), `hy'` is the formula for $y'$, and `hdiff` is the vanishing derivative of $y-bQ_0$. The theorem says nothing about $y$ outside the interval.

```lean
/-- Every solution of the Legendre equation with `l = 0` has the form `a + b Q₀`
on `(-1, 1)`. -/
theorem general_solution_zero {y : ℝ → ℝ} (hy : SolvesLegendre 0 y) :
    ∃ a b : ℝ, ∀ x ∈ Ioo (-1 : ℝ) 1, y x = a + b * Q0 x := by
  obtain ⟨y', y'', h⟩ := hy
  -- first integral: (1 - x²) y' is constant
  have hflux : ∀ x ∈ Ioo (-1 : ℝ) 1, HasDerivAt (fun x => (1 - x ^ 2) * y' x) 0 x := by
    intro x hx
    obtain ⟨_, h2, h3⟩ := h x hx
    have hp : HasDerivAt (fun x : ℝ => x ^ 2) (2 * x) x := by
      simpa using hasDerivAt_pow 2 x
    have h4 := (hp.const_sub 1).fun_mul h2
    push_cast at h3
    exact h4.congr_deriv (by linear_combination h3)
  have hconst := const_of_hasDerivAt_zero hflux
  -- second integration: y - y'(0) Q₀ is constant
  have hdiff : ∀ x ∈ Ioo (-1 : ℝ) 1, HasDerivAt (fun x => y x - y' 0 * Q0 x) 0 x := by
    intro x hx
    have hne : 1 - x ^ 2 ≠ 0 := by
      have : 0 < 1 - x ^ 2 := by nlinarith [hx.1, hx.2]
      exact this.ne'
    have hc : (1 - x ^ 2) * y' x = (1 - (0 : ℝ) ^ 2) * y' 0 := hconst x hx
    have hy' : y' x = y' 0 * (1 / (1 - x ^ 2)) := by
      rw [mul_one_div, eq_div_iff hne]
      linear_combination hc
    have h4 := (h x hx).1.fun_sub ((hasDerivAt_Q0 hx).const_mul (y' 0))
    exact h4.congr_deriv (by rw [hy']; ring)
  refine ⟨y 0 - y' 0 * Q0 0, y' 0, fun x hx => ?_⟩
  have hc : y x - y' 0 * Q0 x = y 0 - y' 0 * Q0 0 := const_of_hasDerivAt_zero hdiff x hx
  linarith
```

## (i) A bounded solution for $l=0$ is constant

**Task.** Let $y$ solve the equation for $l=0$, and suppose that there is a number $M$ with $|y(x)|\le M$ for all $x$ in $(-1,1)$. Show that $y$ is constant there.

**Solution.** Write $y=a+bQ_0$ by (h). If $b=0$, then $y=a$. Suppose $b\neq0$. For every $x$ in the interval,
$$|b|\,Q_0(x)\le|b|\,|Q_0(x)|=|y(x)-a|\le M+|a| .$$
By (e) there is an $x$ in the interval, close to $1$, with $Q_0(x)>(M+|a|)/|b|$, that is $|b|\,Q_0(x)>M+|a|$. The two inequalities contradict each other, so $b=0$.

The split is `by_cases hb0 : b = 0`. In the second branch, `hev` says that all $x$ close enough below $1$ lie in the interval and satisfy $Q_0(x)>(M+|a|)/|b|$, and `hev.exists` picks one. Then `h3` is the bound $|bQ_0(x)|\le M+|a|$, `h4` is the first inequality of the chain, and `linarith` finds the contradiction. Only the pole $x=1$ is used.

The hypothesis `hb` is the meaning given here to an admissible angular function: one constant bounds it at every point of the sphere other than the two poles, however close to them. This condition is assumed and not derived from properties of the Hamiltonian. The uniqueness statement covers $l=0$. For $l=1$, parts (d) and (f) show that $Q_1$ is a solution and diverges, and no theorem here describes all solutions for $l=1$ or treats higher $l$ or nonzero angular momentum about the axis.

```lean
/-- A solution of the Legendre equation with `l = 0` that is bounded on `(-1, 1)` is
constant on `(-1, 1)`. -/
theorem bounded_solution_zero_const {y : ℝ → ℝ} (hy : SolvesLegendre 0 y)
    (hb : ∃ M : ℝ, ∀ x ∈ Ioo (-1 : ℝ) 1, |y x| ≤ M) :
    ∃ a : ℝ, ∀ x ∈ Ioo (-1 : ℝ) 1, y x = a := by
  obtain ⟨a, b, h⟩ := general_solution_zero hy
  obtain ⟨M, hM⟩ := hb
  by_cases hb0 : b = 0
  · exact ⟨a, fun x hx => by rw [h x hx, hb0]; ring⟩
  · -- a nonzero Q₀ component would make Q₀ bounded near 1
    exfalso
    have hpos : 0 < |b| := abs_pos.mpr hb0
    have hmem : ∀ᶠ x in 𝓝[<] (1 : ℝ), x ∈ Ioo (-1 : ℝ) 1 :=
      Ioo_mem_nhdsLT (by norm_num : (-1 : ℝ) < 1)
    have hev := (Q0_tendsto_atTop.eventually_gt_atTop ((M + |a|) / |b|)).and hmem
    obtain ⟨x, hx1, hx2⟩ := hev.exists
    have h1 := abs_le.1 (hM x hx2)
    rw [h x hx2] at h1
    rw [div_lt_iff₀ hpos] at hx1
    have h3 : |b * Q0 x| ≤ M + |a| :=
      abs_le.2 ⟨by linarith [h1.1, le_abs_self a], by linarith [h1.2, neg_abs_le a]⟩
    rw [abs_mul] at h3
    have h4 := mul_le_mul_of_nonneg_left (le_abs_self (Q0 x)) hpos.le
    linarith

end

end LegendreSecondKind
```

```lean
#print axioms LegendreSecondKind.Q0_solves
#print axioms LegendreSecondKind.Q1_solves
#print axioms LegendreSecondKind.Q1_tendsto_atTop
#print axioms LegendreSecondKind.bounded_solution_zero_const
```

```
'LegendreSecondKind.Q0_solves' depends on axioms: [propext, Classical.choice, Quot.sound]
'LegendreSecondKind.Q1_solves' depends on axioms: [propext, Classical.choice, Quot.sound]
'LegendreSecondKind.Q1_tendsto_atTop' depends on axioms: [propext, Classical.choice, Quot.sound]
'LegendreSecondKind.bounded_solution_zero_const' depends on axioms: [propext, Classical.choice, Quot.sound]
```

## What fails in (i) with a hypothesis removed or weakened

The following counter-examples rest on (c) and on elementary arguments that have no theorem in the code.

Without the bound, $y=Q_0$ solves the equation by (c) and is not constant, since $Q_0(0)=0$ and $Q_0(\tfrac12)=\tfrac12\log3$. A bound on an interval reaching up to the pole, such as $(0,1)$, would still suffice, because the argument in (i) uses only points close to $1$. A bound on an interval that stays away from both poles does not suffice: $Q_0$ is odd and increasing, so $|Q_0|\le\tfrac12\log3$ on $(-\tfrac12,\tfrac12)$. Square integrability in place of boundedness also lets $Q_0$ through, because the square of a logarithmic singularity is integrable.

Without the equation for $l=0$, the function $y=x$ is bounded by $1$ and is not constant. Inserted in the left-hand side for $l=0$ it leaves $-2x$, while for $l=1$ it gives $-2x+2x=0$; it is the polynomial $P_1$.
